# For two or more particles the symmetrizer and antisymmetrizer annihilate each other: SA = AS = 0

The theorem `sym_antisym_products_zero` states that for N ≥ 2 particles the symmetrizer S = (1/N!) ∑_σ P_σ and the antisymmetrizer A = (1/N!) ∑_σ sgn(σ) P_σ satisfy SA = 0 and AS = 0, so symmetrizing an antisymmetrized wave function gives zero, and so does the reverse order. The name `Wave` points to many-particle quantum states, but here it means all complex functions of N coordinates in an arbitrary type `X`, with no inner product, normalisation, square-integrability or Hamiltonian, and the claim is an identity of linear operators on that space. The attempt inserts a transposition P_(ab) between the two factors, which S absorbs unchanged (`perm_sym`) and A absorbs with the factor −1 (`perm_antisym`, `hs`). Each product M therefore equals −M, and the auxiliary fact `key` gives M = 0.

Lean 4 with Mathlib refuses this proof:

```lean
import Mathlib

open Equiv

namespace SymmetrizerAntisymmetrizer

noncomputable section

/-- Complex wave functions of `N` particles, each with a coordinate in `X`. -/
abbrev Wave (N : ℕ) (X : Type*) := (Fin N → X) → ℂ

variable {N : ℕ} (X : Type*)

/-- The operator permuting particle coordinates: `(P_σ ψ)(x) = ψ(x ∘ σ)`. -/
def perm (σ : Perm (Fin N)) : Module.End ℂ (Wave N X) where
  toFun ψ := fun x => ψ (x ∘ σ)
  map_add' _ _ := rfl
  map_smul' _ _ := rfl

/-- The parity `±1` of a permutation, as a complex number. -/
def sgn (σ : Perm (Fin N)) : ℂ := ((Perm.sign σ : ℤ) : ℂ)

/-- The symmetrizer `S = (1/N!) ∑_σ P_σ`. -/
def sym (N : ℕ) (X : Type*) : Module.End ℂ (Wave N X) :=
  (N.factorial : ℂ)⁻¹ • ∑ σ : Perm (Fin N), perm X σ

/-- The antisymmetrizer `A = (1/N!) ∑_σ sgn(σ) P_σ`. -/
def antisym (N : ℕ) (X : Type*) : Module.End ℂ (Wave N X) :=
  (N.factorial : ℂ)⁻¹ • ∑ σ : Perm (Fin N), sgn σ • perm X σ

/-- Permutation operators multiply like the permutations: `P_σ P_τ = P_{στ}`. -/
theorem perm_mul (σ τ : Perm (Fin N)) : perm X σ * perm X τ = perm X (σ * τ) :=
  LinearMap.ext fun _ => funext fun _ => rfl

/-- The symmetrizer absorbs any permutation operator: `P_τ S = S` and `S P_τ = S`. -/
theorem perm_sym (τ : Perm (Fin N)) :
    perm X τ * sym N X = sym N X ∧ sym N X * perm X τ = sym N X := by
  unfold sym
  constructor
  · rw [mul_smul_comm, Finset.mul_sum]
    congr 1
    exact Fintype.sum_equiv (Equiv.mulLeft τ) _ _ (fun σ => by simp [perm_mul])
  · rw [smul_mul_assoc, Finset.sum_mul]
    congr 1
    exact Fintype.sum_equiv (Equiv.mulRight τ) _ _ (fun σ => by simp [perm_mul])

/-- The antisymmetrizer absorbs a permutation operator up to its parity:
`P_τ A = sgn(τ) A` and `A P_τ = sgn(τ) A`. -/
theorem perm_antisym (τ : Perm (Fin N)) :
    perm X τ * antisym N X = sgn τ • antisym N X ∧
      antisym N X * perm X τ = sgn τ • antisym N X := by
  have hl : ∀ σ, sgn τ * sgn (τ * σ) = sgn σ := fun σ => by
    rcases Int.units_eq_one_or (Perm.sign τ) with h | h <;> simp [sgn, h]
  have hr : ∀ σ, sgn τ * sgn (σ * τ) = sgn σ := fun σ => by
    rcases Int.units_eq_one_or (Perm.sign τ) with h | h <;> simp [sgn, h]
  unfold antisym
  constructor
  · rw [mul_smul_comm, smul_comm (sgn τ) ((N.factorial : ℂ)⁻¹)]
    congr 1
    rw [Finset.mul_sum, Finset.smul_sum]
    -- reindex the group sum by σ ↦ τσ
    refine Fintype.sum_equiv (Equiv.mulLeft τ) _ _ (fun σ => ?_)
    simp only [Equiv.coe_mulLeft]
    rw [mul_smul_comm, perm_mul, smul_smul, hl]
  · rw [smul_mul_assoc, smul_comm (sgn τ) ((N.factorial : ℂ)⁻¹)]
    congr 1
    rw [Finset.sum_mul, Finset.smul_sum]
    refine Fintype.sum_equiv (Equiv.mulRight τ) _ _ (fun σ => ?_)
    simp only [Equiv.coe_mulRight]
    rw [smul_mul_assoc, perm_mul, smul_smul, hr]

/-- For at least two particles both products vanish: `S A = 0` and `A S = 0`. -/
theorem sym_antisym_products_zero (hN : 2 ≤ N) :
    sym N X * antisym N X = 0 ∧ antisym N X * sym N X = 0 := by
  obtain ⟨a, b, hab⟩ : ∃ a b : Fin N, a ≠ b :=
    ⟨⟨0, by omega⟩, ⟨1, by omega⟩, by simp [Fin.ext_iff]⟩
  have hs : sgn (swap a b) = -1 := by simp [sgn, Perm.sign_swap hab]
  have hS := perm_sym X (swap a b)
  have hA := perm_antisym X (swap a b)
  have key : ∀ M : Module.End ℂ (Wave N X), M = -M → M = 0 := fun M h => by
    linear_combination (norm := module) (1 / 2 : ℂ) • h
  -- insert a transposition: S absorbs it with sign +1, A with sign -1
  constructor
  · apply key
    calc sym N X * antisym N X = sym N X * perm X (swap a b) * antisym N X := by rw [hS.2]
      _ = sym N X * (perm X (swap a b) * antisym N X) := mul_assoc _ _ _
      _ = -(sym N X * antisym N X) := by rw [hA.1, hs, neg_one_smul, mul_neg]
  · apply key
    calc antisym N X * sym N X = antisym N X * (perm X (swap a b) * sym N X) := by rw [hS.1]
      _ = antisym N X * perm X (swap a b) * sym N X := (mul_assoc _ _ _).symm
      _ = -(antisym N X * sym N X) := by rw [hA.2, hs, neg_one_smul, neg_mul]

end

end SymmetrizerAntisymmetrizer
```

The error:

```
Main.lean:87:55: error: Tactic `rewrite` failed: Did not find an occurrence of the pattern
  -1 • ?x
in the target expression
  sym N X * -1 • antisym N X = -(sym N X * antisym N X)

N : ℕ
X : Type u_1
hN : 2 ≤ N
a b : Fin N
hab : a ≠ b
hs : sgn (swap a b) = -1
hS : perm X (swap a b) * sym N X = sym N X ∧ sym N X * perm X (swap a b) = sym N X
hA :
  perm X (swap a b) * antisym N X = sgn (swap a b) • antisym N X ∧
    antisym N X * perm X (swap a b) = sgn (swap a b) • antisym N X
key : ∀ (M : Module.End ℂ (Wave N X)), M = -M → M = 0
⊢ sym N X * -1 • antisym N X = -(sym N X * antisym N X)
Main.lean:91:55: error: Tactic `rewrite` failed: Did not find an occurrence of the pattern
  -1 • ?x
in the target expression
  -1 • antisym N X * sym N X = -(antisym N X * sym N X)

N : ℕ
X : Type u_1
hN : 2 ≤ N
a b : Fin N
hab : a ≠ b
hs : sgn (swap a b) = -1
hS : perm X (swap a b) * sym N X = sym N X ∧ sym N X * perm X (swap a b) = sym N X
hA :
  perm X (swap a b) * antisym N X = sgn (swap a b) • antisym N X ∧
    antisym N X * perm X (swap a b) = sgn (swap a b) • antisym N X
key : ∀ (M : Module.End ℂ (Wave N X)), M = -M → M = 0
⊢ -1 • antisym N X * sym N X = -(antisym N X * sym N X)
```

Both messages come from the last step of a `calc` chain. The rewrites with `hA.1` (or `hA.2`) and `hs` succeed and leave `-1 • antisym N X` as a factor of the product. Then `rw [neg_one_smul]` reports that it finds no occurrence of `-1 • ?x`. The printed goal does show a term of that shape, so the mismatch lies in arguments that are not displayed, such as types and instances; the messages do not say which. The later rewrites `mul_neg` and `neg_mul` are never reached.

The repair drops `neg_one_smul` together with those two follow-up rewrites. Instead, `mul_smul_comm` in the first branch and `smul_mul_assoc` in the second move the scalar out of the product, giving `-1 • (sym N X * antisym N X) = -(sym N X * antisym N X)` and the same with the factors exchanged. Both sides are now scalar multiples of one operator, and `module` closes each goal by comparing the coefficients.

As a diff, the version that Lean accepts:

```diff
@@ -85,9 +85,13 @@
     calc sym N X * antisym N X = sym N X * perm X (swap a b) * antisym N X := by rw [hS.2]
       _ = sym N X * (perm X (swap a b) * antisym N X) := mul_assoc _ _ _
-      _ = -(sym N X * antisym N X) := by rw [hA.1, hs, neg_one_smul, mul_neg]
+      _ = -(sym N X * antisym N X) := by
+        rw [hA.1, hs, mul_smul_comm]
+        module
   · apply key
     calc antisym N X * sym N X = antisym N X * (perm X (swap a b) * sym N X) := by rw [hS.1]
       _ = antisym N X * perm X (swap a b) * sym N X := (mul_assoc _ _ _).symm
-      _ = -(antisym N X * sym N X) := by rw [hA.2, hs, neg_one_smul, neg_mul]
+      _ = -(antisym N X * sym N X) := by
+        rw [hA.2, hs, smul_mul_assoc]
+        module
 
 end
```
